# For real weights with zero sum, the weighted double sum of Euclidean distances is at most zero

Two ideal, infinite parallel sheets of opposite uniform charge attract, and their interaction energy per unit area grows in proportion to their separation $r$. With weights $1$ and $-1$ for the charges, the sum of weight times weight times distance over all ordered pairs is $-2r$. This sign can also be read from the formula

$$\sqrt\pi\,r=\int_0^\infty\frac{1-e^{-r^2s^2}}{s^2}\,ds .$$

Inserted into the double sum, it gives $\sqrt\pi\,(-2r)=-\int_0^\infty (2-2e^{-r^2s^2})\,s^{-2}ds$. The bracket is the same double sum with a Gaussian in place of the distance, and it is never negative.

The same argument works for finitely many points $x_i\in\mathbb R^d$ and real weights $c_i$ with $\sum_i c_i=0$:

$$D=\sum_{i,j}c_ic_j\|x_i-x_j\|\le 0 .$$

For $d=1$ this says that a finite neutral stack of ideal, infinite charged sheets has nonnegative electrostatic energy per unit area, since that energy is a negative multiple of $D$. In simulation practice the inequality makes the energy distance between two finite sets of sampled configurations nonnegative, provided that the weights in each set sum to one and that configurations are compared by Euclidean distance without periodic images. Passing from finite samples to the continuous distributions behind them is a further step, which needs a limit.

## Finitely many points, real weights, Euclidean distance

The points are vectors in `EuclideanSpace ℝ (Fin d)`, labelled by a finite type `ι`; a second type `κ` will label a second set. Points may coincide, and $d=0$ and an empty set are allowed.

```lean
import Mathlib

open MeasureTheory Set Filter Topology

namespace EnergyDistance

noncomputable section

variable {ι κ : Type*} [Fintype ι] [Fintype κ] {d : ℕ}
```

`distanceEnergy` is $D$. It counts each pair twice and has no factor $\tfrac12$, no units and no electrostatic minus sign, so the word "energy" in its name is not a physical energy.

```lean
/-- The double sum of `c i * c j` times the distance between the points `x i` and `x j`. -/
def distanceEnergy (c : ι → ℝ) (x : ι → EuclideanSpace ℝ (Fin d)) : ℝ :=
  ∑ i, ∑ j, c i * c j * ‖x i - x j‖
```

`gaussianEnergy` is $G(s)=\sum_{i,j}c_ic_je^{-\|x_i-x_j\|^2s^2}$. A Gaussian of standard deviation $\sigma$ corresponds to $s=1/(\sqrt2\,\sigma)$. The diagonal terms, absent from $D$, contribute $\sum_i c_i^2$ here.

```lean
/-- The double sum of `c i * c j` times a Gaussian of the distance, with inverse width `s`. -/
def gaussianEnergy (c : ι → ℝ) (x : ι → EuclideanSpace ℝ (Fin d)) (s : ℝ) : ℝ :=
  ∑ i, ∑ j, c i * c j * Real.exp (-‖x i - x j‖ ^ 2 * s ^ 2)
```

The Euclidean norm enters through its inner product. The first step is that

$$\sum_{i,j}c_ic_j\langle x_i,x_j\rangle^k\ge0$$

for every natural number $k$ and all real weights. For $k=0$ the sum is $(\sum_i c_i)^2$. For the step to $k+1$, write one factor as $\langle x_i,x_j\rangle=\sum_a x_{ia}x_{ja}$, where $a$ runs over coordinates:

$$\sum_{i,j}c_ic_j\langle x_i,x_j\rangle^{k+1}=\sum_a\sum_{i,j}(c_ix_{ia})(c_jx_{ja})\langle x_i,x_j\rangle^k .$$

Each term of the sum over $a$ is the previous case with weights $c_ix_{ia}$. The Lean induction therefore keeps "for all `c`" inside the statement. There `e` expands the factor, `swap` moves the coordinate sum outside, and `ih` is applied to the new weights.

```lean
/-- Every natural-number power of the inner product is a positive semidefinite kernel. -/
theorem inner_pow_nonneg (x : ι → EuclideanSpace ℝ (Fin d)) (k : ℕ) :
    ∀ c : ι → ℝ, 0 ≤ ∑ i, ∑ j, c i * c j * (inner ℝ (x i) (x j)) ^ k := by
  induction k with
  | zero =>
    intro c
    have h : ∑ i, ∑ j, c i * c j * (inner ℝ (x i) (x j)) ^ 0 = (∑ i, c i) ^ 2 := by
      simp only [pow_zero, mul_one, sq, Finset.sum_mul_sum]
    rw [h]
    positivity
  | succ k ih =>
    intro c
    -- one factor of the inner product is expanded in coordinates
    have e : ∀ i j, c i * c j * (inner ℝ (x i) (x j)) ^ (k + 1) =
        ∑ a, (c i * x i a) * (c j * x j a) * (inner ℝ (x i) (x j)) ^ k := by
      intro i j
      have h1 : inner ℝ (x i) (x j) = ∑ a, x i a * x j a := by
        simp [PiLp.inner_apply, mul_comm]
      have h2 : ∑ a, (c i * x i a) * (c j * x j a) = c i * c j * inner ℝ (x i) (x j) := by
        rw [h1, Finset.mul_sum]
        exact Finset.sum_congr rfl fun a _ => by ring
      rw [← Finset.sum_mul, h2]
      ring
    have swap : ∀ f : ι → ι → Fin d → ℝ,
        ∑ i, ∑ j, ∑ a, f i j a = ∑ a, ∑ i, ∑ j, f i j a := fun f =>
      (Finset.sum_congr rfl fun i _ => Finset.sum_comm).trans Finset.sum_comm
    simp only [e]
    rw [swap]
    exact Finset.sum_nonneg fun a _ => ih fun i => c i * x i a
```

For the Gaussian, expand $\|x_i-x_j\|^2=\|x_i\|^2+\|x_j\|^2-2\langle x_i,x_j\rangle$ and set $b_i=c_ie^{-\|x_i\|^2s^2}$. Then

$$G(s)=\sum_{i,j}b_ib_je^{2s^2\langle x_i,x_j\rangle}=\sum_{k=0}^\infty\frac{(2s^2)^k}{k!}\sum_{i,j}b_ib_j\langle x_i,x_j\rangle^k\ge0 .$$

In the code, `hb` is the first equality, `hs` sums the exponential series over all pairs, and `tsum_nonneg` reduces the claim to one power $k$ at a time. Neutrality is not used.

```lean
/-- The Gaussian double sum is nonnegative for all real weights and every inverse width. -/
theorem gaussianEnergy_nonneg (c : ι → ℝ) (x : ι → EuclideanSpace ℝ (Fin d)) (s : ℝ) :
    0 ≤ gaussianEnergy c x s := by
  -- the one-point Gaussian factors are absorbed into the weights
  let b : ι → ℝ := fun i => c i * Real.exp (-‖x i‖ ^ 2 * s ^ 2)
  have hb : gaussianEnergy c x s =
      ∑ i, ∑ j, b i * b j * Real.exp (2 * s ^ 2 * inner ℝ (x i) (x j)) := by
    refine Finset.sum_congr rfl fun i _ => Finset.sum_congr rfl fun j _ => ?_
    have h : -‖x i - x j‖ ^ 2 * s ^ 2 = -‖x i‖ ^ 2 * s ^ 2 + -‖x j‖ ^ 2 * s ^ 2
        + 2 * s ^ 2 * inner ℝ (x i) (x j) := by
      rw [norm_sub_sq_real]
      ring
    rw [h, Real.exp_add, Real.exp_add]
    ring
  -- the remaining exponential is expanded in its power series
  have hexp : ∀ u : ℝ, HasSum (fun k : ℕ => u ^ k / (k.factorial : ℝ)) (Real.exp u) := by
    intro u
    rw [Real.exp_eq_exp_ℝ]
    exact NormedSpace.expSeries_div_hasSum_exp u
  have hs := hasSum_sum (s := Finset.univ) fun i _ =>
    hasSum_sum (s := Finset.univ) fun j _ =>
      (hexp (2 * s ^ 2 * inner ℝ (x i) (x j))).mul_left (b i * b j)
  rw [hb, ← hs.tsum_eq]
  refine tsum_nonneg fun k => ?_
  have hk : ∑ i, ∑ j, b i * b j * ((2 * s ^ 2 * inner ℝ (x i) (x j)) ^ k / (k.factorial : ℝ))
      = (2 * s ^ 2) ^ k / (k.factorial : ℝ) *
        ∑ i, ∑ j, b i * b j * (inner ℝ (x i) (x j)) ^ k := by
    simp only [Finset.mul_sum]
    refine Finset.sum_congr rfl fun i _ => Finset.sum_congr rfl fun j _ => ?_
    rw [mul_pow]
    ring
  rw [hk]
  exact mul_nonneg (by positivity) (inner_pow_nonneg x k b)
```

With an arbitrary norm the inequality for $D$ can fail. In $\mathbb R^3$ with the maximum norm, put weight $3$ at $(0,0,\pm1)$ and weight $-2$ at $(1,1,0)$, $(-1,1,0)$ and $(1,-1,0)$. Distances within each group are $2$ and those between the groups are $1$, so the double sum is $36+48-72=12$. This example was worked out separately from the Lean development.

Real weights matter too: with the imaginary weights $\pm\sqrt{-1}$ on two points, the sum without complex conjugation is $+2r$. For infinitely many points, convergence of the double sum would need a condition of its own.

## A separation that is not negative

The integral formula assumes $r\ge0$, as holds for any distance. Its integrand depends only on $r^2$, so for negative $r$ the integral would give $\sqrt\pi\,|r|$ and the formula would be false.

Integrability holds for every real $r$. With $u=r^2s^2$, the bounds $1-e^{-u}\le u$ and $u(1-e^{-u})\le u$ add up to $(1+u)(1-e^{-u})\le2u$. Hence, for $s\ne0$,

$$0\le\frac{1-e^{-r^2s^2}}{s^2}\le\frac{2r^2}{1+r^2s^2},$$

and the Lorentzian on the right is integrable when $r\ne0$. For $r=0$ the integrand vanishes. The Lean proof makes the same comparison through `mono'`.

```lean
/-- One minus a Gaussian, divided by `s ^ 2`, is integrable over the real line. -/
theorem integrable_one_sub_gaussian (r : ℝ) :
    Integrable fun s : ℝ => (1 - Real.exp (-r ^ 2 * s ^ 2)) / s ^ 2 := by
  rcases eq_or_ne r 0 with rfl | hr
  · simp
  -- comparison with a Lorentzian
  refine ((integrable_inv_one_add_sq.comp_mul_left' hr).const_mul (2 * r ^ 2)).mono'
    (by fun_prop : Measurable _).aestronglyMeasurable (ae_of_all _ fun s => ?_)
  rcases eq_or_ne s 0 with rfl | hs
  · rw [zero_pow two_ne_zero, div_zero, norm_zero]
    positivity
  have h1 := Real.add_one_le_exp (-r ^ 2 * s ^ 2)
  have h2 := Real.exp_pos (-r ^ 2 * s ^ 2)
  have h3 : 0 ≤ r ^ 2 * s ^ 2 := by positivity
  have h4 : Real.exp (-r ^ 2 * s ^ 2) ≤ 1 := Real.exp_le_one_iff.2 (by linarith)
  rw [Real.norm_of_nonneg (div_nonneg (by linarith) (sq_nonneg s)), ← div_eq_mul_inv,
    div_le_div_iff₀ (by positivity) (by positivity)]
  nlinarith [mul_nonneg h3 h2.le]
```

To evaluate the integral for $r>0$, take $F(s)=(e^{-r^2s^2}-1)/s$. Its derivative is

$$F'(s)=\frac{1-e^{-r^2s^2}}{s^2}-2r^2e^{-r^2s^2}.$$

Since $|F(s)|\le r^2s$ and $|F(s)|\le1/s$ for $s>0$, $F$ tends to zero at both ends, and $F'$ integrates to zero. Therefore

$$\int_0^\infty\frac{1-e^{-r^2s^2}}{s^2}\,ds=2r^2\int_0^\infty e^{-r^2s^2}ds=2r^2\,\frac{\sqrt\pi}{2r}=\sqrt\pi\,r .$$

For $r=0$ both sides are zero. In Lean, `hcont` and `htop` are the two limits, `hderiv` is the derivative, and `key` is the vanishing integral. Lean's convention for division by zero sets `F 0` to $0$, which agrees with the limit. The hypothesis `hr` is used to split off $r=0$ and to simplify $\sqrt{r^2}$ to $r$.

```lean
/-- A distance `r ≥ 0`, times `√π`, is the integral over `s > 0` of one minus a Gaussian
in `r * s`, divided by `s ^ 2`. -/
theorem integral_one_sub_gaussian {r : ℝ} (hr : 0 ≤ r) :
    ∫ s in Ioi (0 : ℝ), (1 - Real.exp (-r ^ 2 * s ^ 2)) / s ^ 2 = √Real.pi * r := by
  rcases hr.eq_or_lt with rfl | hr
  · simp
  -- the boundary term of the integration by parts
  let F : ℝ → ℝ := fun s => (Real.exp (-r ^ 2 * s ^ 2) - 1) / s
  have hF0 : F 0 = 0 := by simp [F]
  have hle : ∀ s : ℝ, Real.exp (-r ^ 2 * s ^ 2) ≤ 1 := fun s =>
    Real.exp_le_one_iff.2 (by nlinarith [mul_nonneg (sq_nonneg r) (sq_nonneg s)])
  have hcont : ContinuousWithinAt F (Ici 0) 0 := by
    apply ContinuousAt.continuousWithinAt
    rw [ContinuousAt, hF0]
    have hlim : Tendsto (fun s : ℝ => r ^ 2 * |s|) (𝓝 0) (𝓝 0) := by
      have h : Continuous fun s : ℝ => r ^ 2 * |s| := by fun_prop
      simpa using h.tendsto 0
    refine squeeze_zero_norm (fun s => ?_) hlim
    rcases eq_or_ne s 0 with rfl | hs
    · rw [hF0, norm_zero]
      positivity
    have h1 := Real.add_one_le_exp (-r ^ 2 * s ^ 2)
    change ‖(Real.exp (-r ^ 2 * s ^ 2) - 1) / s‖ ≤ _
    rw [Real.norm_eq_abs, abs_div, div_le_iff₀ (abs_pos.2 hs), mul_assoc, abs_mul_abs_self,
      abs_of_nonpos (by linarith [hle s])]
    linarith
  have htop : Tendsto F atTop (𝓝 0) := by
    refine squeeze_zero_norm' ?_ tendsto_inv_atTop_zero
    filter_upwards [eventually_gt_atTop (0 : ℝ)] with s hs
    have hb : |Real.exp (-r ^ 2 * s ^ 2) - 1| ≤ 1 :=
      abs_le.2 ⟨by linarith [Real.exp_pos (-r ^ 2 * s ^ 2)], by linarith [hle s]⟩
    change ‖(Real.exp (-r ^ 2 * s ^ 2) - 1) / s‖ ≤ _
    rw [Real.norm_eq_abs, abs_div, abs_of_pos hs, ← one_div]
    gcongr
  have hderiv : ∀ s ∈ Ioi (0 : ℝ), HasDerivAt F ((1 - Real.exp (-r ^ 2 * s ^ 2)) / s ^ 2
      - 2 * r ^ 2 * Real.exp (-r ^ 2 * s ^ 2)) s := by
    intro s hs
    have hs0 : s ≠ 0 := ne_of_gt hs
    have h1 : HasDerivAt (fun y : ℝ => -r ^ 2 * y ^ 2) (-r ^ 2 * (2 * s)) s :=
      ((hasDerivAt_pow 2 s).const_mul (-r ^ 2)).congr_deriv (by norm_num)
    refine ((h1.exp.sub_const 1).fun_div (hasDerivAt_id' s) hs0).congr_deriv ?_
    generalize Real.exp (-r ^ 2 * s ^ 2) = E
    field_simp
    ring
  have hg := (integrable_one_sub_gaussian r).integrableOn (s := Ioi 0)
  have hh := ((integrable_exp_neg_mul_sq (pow_pos hr 2)).const_mul
    (2 * r ^ 2)).integrableOn (s := Ioi 0)
  have key : ∫ s in Ioi (0 : ℝ), ((1 - Real.exp (-r ^ 2 * s ^ 2)) / s ^ 2
      - 2 * r ^ 2 * Real.exp (-r ^ 2 * s ^ 2)) = 0 - F 0 :=
    integral_Ioi_of_hasDerivAt_of_tendsto hcont hderiv (hg.sub hh) htop
  rw [hF0, integral_sub hg hh, integral_const_mul, integral_gaussian_Ioi,
    Real.sqrt_div Real.pi_pos.le, Real.sqrt_sq hr.le] at key
  have h2 : 2 * r ^ 2 * (√Real.pi / r / 2) = √Real.pi * r := by field_simp
  linarith
```

## Zero total weight

The hypothesis `hc : ∑ i, c i = 0` stands for charge neutrality. For the stack of sheets, it makes the field outside the stack vanish. In the derivation it removes the constant $1$ from the kernel:

$$\sqrt\pi\,D=\int_0^\infty\frac{\left(\sum_ic_i\right)^2-G(s)}{s^2}\,ds=-\int_0^\infty\frac{G(s)}{s^2}\,ds .$$

The first equality inserts the integral formula for each pair and exchanges a finite sum with the integral. The second uses neutrality. Without it, the numerator is a difference of two nonnegative terms, and its sign is undetermined.

The Lean theorem states the equality between the two ends of this line. The hypothesis enters in `h0`, where $\sum_{i,j}c_ic_j=0$; `hpt` then rewrites the integrand, and `hI` supplies the integrability that the exchange requires.

```lean
/-- For weights summing to zero, `√π` times the distance double sum is minus the integral
over `s > 0` of the Gaussian double sum divided by `s ^ 2`. -/
theorem distanceEnergy_eq_integral (c : ι → ℝ) (x : ι → EuclideanSpace ℝ (Fin d))
    (hc : ∑ i, c i = 0) :
    √Real.pi * distanceEnergy c x = -∫ s in Ioi (0 : ℝ), gaussianEnergy c x s / s ^ 2 := by
  have h0 : ∑ i, ∑ j, c i * c j = 0 := by rw [← Finset.sum_mul_sum, hc, zero_mul]
  -- neutrality removes the constant 1 from the kernel
  have hpt : ∀ s : ℝ, ∑ i, ∑ j, c i * c j *
      ((1 - Real.exp (-‖x i - x j‖ ^ 2 * s ^ 2)) / s ^ 2) = -(gaussianEnergy c x s / s ^ 2) := by
    intro s
    have h : ∑ i, ∑ j, c i * c j * ((1 - Real.exp (-‖x i - x j‖ ^ 2 * s ^ 2)) / s ^ 2)
        = (∑ i, ∑ j, c i * c j - gaussianEnergy c x s) / s ^ 2 := by
      simp only [gaussianEnergy, ← Finset.sum_sub_distrib, Finset.sum_div]
      exact Finset.sum_congr rfl fun i _ => Finset.sum_congr rfl fun j _ => by ring
    rw [h, h0]
    ring
  have hI : ∀ i j, Integrable (fun s : ℝ => c i * c j *
      ((1 - Real.exp (-‖x i - x j‖ ^ 2 * s ^ 2)) / s ^ 2)) (volume.restrict (Ioi 0)) :=
    fun i j => ((integrable_one_sub_gaussian _).const_mul _).integrableOn
  rw [← integral_neg]
  simp only [← hpt]
  rw [MeasureTheory.integral_finsetSum _ fun i _ => MeasureTheory.integrable_finsetSum _ fun j _ => hI i j,
    distanceEnergy, Finset.mul_sum]
  refine Finset.sum_congr rfl fun i _ => ?_
  rw [MeasureTheory.integral_finsetSum _ fun j _ => hI i j, Finset.mul_sum]
  refine Finset.sum_congr rfl fun j _ => ?_
  rw [integral_const_mul, integral_one_sub_gaussian (norm_nonneg _)]
  ring
```

As $G(s)\ge0$, the right side is at most zero, and $\sqrt\pi>0$ gives $D\le0$. The Lean proof assumes the opposite sign and reaches a contradiction with `linarith`.

```lean
/-- For real weights summing to zero, the double sum of weights times distances is at most
zero. -/
theorem distanceEnergy_nonpos (c : ι → ℝ) (x : ι → EuclideanSpace ℝ (Fin d))
    (hc : ∑ i, c i = 0) : distanceEnergy c x ≤ 0 := by
  have h := distanceEnergy_eq_integral c x hc
  have hint : 0 ≤ ∫ s in Ioi (0 : ℝ), gaussianEnergy c x s / s ^ 2 :=
    integral_nonneg fun s => div_nonneg (gaussianEnergy_nonneg c x s) (sq_nonneg s)
  by_contra hn
  have hpos := mul_pos (Real.sqrt_pos.2 Real.pi_pos) (not_le.1 hn)
  linarith
```

## Equal totals in two sets

Let a second set have points $y_j$, and let the two sets carry weights $p_i$ and $q_j$. The hypothesis `hpq` says that $\sum_ip_i=\sum_jq_j$. For two samples with weights normalised to one it holds automatically, even when the sample sizes differ. The weights may have either sign.

Join the sets and give the second one the weights $-q_j$. The joint system is neutral, so

$$\sum_{i,i'}p_ip_{i'}\|x_i-x_{i'}\|+\sum_{j,j'}q_jq_{j'}\|y_j-y_{j'}\|-2\sum_{i,j}p_iq_j\|x_i-y_j\|\le0 .$$

For nonnegative weights with total one in each set, the negative of the left side is the energy distance in its squared form, which is thus nonnegative. The unbiased estimate, which divides the distance sum within a sample of $n$ points by $n(n-1)$ instead of $n^2$, is not of this form and can be negative. Whether a value of zero forces the two weighted sets to agree is a separate question, and the theorem leaves it open.

In Lean, `Sum.elim` builds the joint system, `hpq` proves its neutrality, and `hcross` identifies the two cross terms.

```lean
/-- For two weighted point sets of equal total weight, twice the weighted sum of distances
between the sets is at least the sum of the two distance double sums within the sets. -/
theorem two_sample_energy_distance (p : ι → ℝ) (q : κ → ℝ)
    (x : ι → EuclideanSpace ℝ (Fin d)) (y : κ → EuclideanSpace ℝ (Fin d))
    (hpq : ∑ i, p i = ∑ j, q j) :
    distanceEnergy p x + distanceEnergy q y ≤ 2 * ∑ i, ∑ j, p i * q j * ‖x i - y j‖ := by
  -- the second set enters the joint system with opposite sign
  have h := distanceEnergy_nonpos (Sum.elim p fun j => -q j) (Sum.elim x y)
    (by simp [Fintype.sum_sum_type, hpq])
  have hcross : ∑ j, ∑ i, q j * p i * ‖y j - x i‖ = ∑ i, ∑ j, p i * q j * ‖x i - y j‖ := by
    rw [Finset.sum_comm]
    refine Finset.sum_congr rfl fun i _ => Finset.sum_congr rfl fun j _ => ?_
    rw [norm_sub_rev, mul_comm (q j)]
  simp only [distanceEnergy, Fintype.sum_sum_type, Sum.elim_inl, Sum.elim_inr, neg_mul,
    mul_neg, Finset.sum_add_distrib, Finset.sum_neg_distrib] at h
  simp only [distanceEnergy]
  linarith
```

With unequal totals the inequality can fail even for positive weights. Put weight $1$ at each of two points a distance $r>0$ apart, and let the second set be their midpoint with weight $\tfrac12$. The sums within the sets give $2r$, while twice the cross sum is only $r$.

## Two points with a nonzero total

For two points $x$ and $y$ with weights $a$ and $b$, the diagonal terms vanish and the two ordered pairs contribute equally, so $D=2ab\,\|x-y\|$. The Lean proof expands the four terms and uses the symmetry of the distance.

Opposite signs of $a$ and $b$ give $D\le0$ whatever the total, so neutrality is not necessary for each single arrangement. As a general condition, however, no nonzero total $Q$ can replace zero when $d\ge1$: the choice $a=b=Q/2$ at distinct points gives $D=\tfrac12Q^2\|x-y\|>0$.

```lean
/-- Two points with weights `a` and `b` have distance double sum `2 * a * b * ‖x - y‖`. -/
theorem distanceEnergy_two_points (a b : ℝ) (x y : EuclideanSpace ℝ (Fin d)) :
    distanceEnergy ![a, b] ![x, y] = 2 * a * b * ‖x - y‖ := by
  simp [distanceEnergy, Fin.sum_univ_two, norm_sub_rev y x]
  ring

end

end EnergyDistance
```

```lean
#print axioms EnergyDistance.distanceEnergy_nonpos
-- 'EnergyDistance.distanceEnergy_nonpos' depends on axioms: [propext, Classical.choice, Quot.sound]
#print axioms EnergyDistance.two_sample_energy_distance
-- 'EnergyDistance.two_sample_energy_distance' depends on axioms: [propext, Classical.choice, Quot.sound]
#print axioms EnergyDistance.distanceEnergy_two_points
-- 'EnergyDistance.distanceEnergy_two_points' depends on axioms: [propext, Classical.choice, Quot.sound]
```
